# With positive definite harmonic force constants, ions in a uniform field have a unique energy minimum and a positive semidefinite susceptibility

The theorem `ionic_relaxation` concerns finitely many real ionic displacement coordinates u in a uniform field F, with energy (1/2) u · Φu − F · Zu, where Φ is a positive definite matrix of force constants and Z holds the Born charges. It states that u₀ = Φ⁻¹ZᵀF is the unique minimiser of this energy, that the minimum is −(1/2) F · χF with χ = ZΦ⁻¹Zᵀ, and that χ is positive semidefinite. The attempt gets the first part by completing the square. For the other two it writes χF as the dipole Zu₀ and uses the virtual-work identity F · Zv = v · Φu₀, which holds for every displacement v.

The first attempt, which Lean rejects:

```lean
import Mathlib

open Matrix

namespace IonicRelaxation

noncomputable section

variable {m n : Type*} [Fintype m] [Fintype n]

/-- Energy of ionic displacements `u` in a uniform field `F`: harmonic energy with force constants
`Φ`, minus the work of the field on the dipole `Z u` given by the Born charges `Z`. -/
def latticeEnergy (Φ : Matrix n n ℝ) (Z : Matrix m n ℝ) (F : m → ℝ) (u : n → ℝ) : ℝ :=
  (1 / 2) * (u ⬝ᵥ Φ *ᵥ u) - F ⬝ᵥ Z *ᵥ u

/-- A real symmetric response matrix is reciprocal: the two vectors in its bilinear form may be
exchanged. -/
theorem reciprocity {k : Type*} [Fintype k] {A : Matrix k k ℝ} (hA : A.IsHermitian)
    (v w : k → ℝ) : v ⬝ᵥ A *ᵥ w = w ⬝ᵥ A *ᵥ v := by
  have h : Aᵀ = A := by
    have h' := hA.eq
    rwa [conjTranspose_eq_transpose_of_trivial] at h'
  rw [Matrix.dotProduct_mulVec, ← Matrix.mulVec_transpose, h, dotProduct_comm]

variable [DecidableEq n]

/-- The relaxed displacement `Φ⁻¹ Zᵀ F` of the ions in the field `F`, for positive definite `Φ`. -/
def relaxedDisplacement (Φ : Matrix n n ℝ) (Z : Matrix m n ℝ) (F : m → ℝ) : n → ℝ :=
  Φ⁻¹ *ᵥ (Zᵀ *ᵥ F)

/-- The ionic susceptibility `Z Φ⁻¹ Zᵀ`, for positive definite `Φ`, as dipole per unit field. -/
def ionicSusceptibility (Φ : Matrix n n ℝ) (Z : Matrix m n ℝ) : Matrix m m ℝ :=
  Z * Φ⁻¹ * Zᵀ

/-- Force balance: for positive definite force constants, the elastic force at the relaxed
displacement compensates the force `Zᵀ F` of the field on the ions. -/
theorem force_balance {Φ : Matrix n n ℝ} (hΦ : Φ.PosDef) (Z : Matrix m n ℝ) (F : m → ℝ) :
    Φ *ᵥ relaxedDisplacement Φ Z F = Zᵀ *ᵥ F := by
  have hdet : IsUnit Φ.det := hΦ.det_pos.ne'.isUnit
  unfold relaxedDisplacement
  rw [Matrix.mulVec_mulVec, Matrix.mul_nonsing_inv _ hdet, Matrix.one_mulVec]

/-- Virtual work: for positive definite force constants, the work of the field on any displacement
`v` equals the work of `v` against the elastic force at the relaxed displacement. -/
theorem virtual_work {Φ : Matrix n n ℝ} (hΦ : Φ.PosDef) (Z : Matrix m n ℝ) (F : m → ℝ)
    (v : n → ℝ) : F ⬝ᵥ Z *ᵥ v = v ⬝ᵥ Φ *ᵥ relaxedDisplacement Φ Z F := by
  rw [force_balance hΦ, Matrix.dotProduct_mulVec, ← Matrix.mulVec_transpose, dotProduct_comm]

/-- For any matrix `Φ`, the dipole `Z u` at `u = relaxedDisplacement Φ Z F` is
`ionicSusceptibility Φ Z` applied to the field. -/
theorem induced_dipole (Φ : Matrix n n ℝ) (Z : Matrix m n ℝ) (F : m → ℝ) :
    ionicSusceptibility Φ Z *ᵥ F = Z *ᵥ relaxedDisplacement Φ Z F := by
  simp only [ionicSusceptibility, relaxedDisplacement, Matrix.mulVec_mulVec, Matrix.mul_assoc]

/-- For positive definite force constants, the energy exceeds its relaxed value by the harmonic
energy of the deviation from the relaxed displacement. -/
theorem energy_complete_square {Φ : Matrix n n ℝ} (hΦ : Φ.PosDef) (Z : Matrix m n ℝ)
    (F : m → ℝ) (u : n → ℝ) :
    latticeEnergy Φ Z F u = latticeEnergy Φ Z F (relaxedDisplacement Φ Z F) +
      (1 / 2) * ((u - relaxedDisplacement Φ Z F) ⬝ᵥ
        Φ *ᵥ (u - relaxedDisplacement Φ Z F)) := by
  have hs := reciprocity hΦ.1 (relaxedDisplacement Φ Z F) u
  simp only [latticeEnergy, virtual_work hΦ Z F, Matrix.mulVec_sub, dotProduct_sub,
    sub_dotProduct]
  linear_combination (1 / 2) * hs

/-- For positive definite force constants, the relaxed displacement is the unique minimiser of the
energy, the minimum is `-(1/2) F · χ F` with `χ` the ionic susceptibility, and `χ` is positive
semidefinite. -/
theorem ionic_relaxation {Φ : Matrix n n ℝ} (hΦ : Φ.PosDef) (Z : Matrix m n ℝ) :
    (∀ F u, u ≠ relaxedDisplacement Φ Z F →
      latticeEnergy Φ Z F (relaxedDisplacement Φ Z F) < latticeEnergy Φ Z F u) ∧
    (∀ F, latticeEnergy Φ Z F (relaxedDisplacement Φ Z F) =
      -(1 / 2) * (F ⬝ᵥ ionicSusceptibility Φ Z *ᵥ F)) ∧
    (ionicSusceptibility Φ Z).PosSemidef := by
  refine ⟨fun F u hu => ?_, fun F => ?_, ?_⟩
  · -- the deviation from the relaxed displacement costs positive energy
    have hp := hΦ.dotProduct_mulVec_pos (sub_ne_zero.2 hu)
    rw [star_trivial] at hp
    rw [energy_complete_square hΦ Z F u]
    linarith
  · rw [induced_dipole, latticeEnergy, virtual_work hΦ]
    ring
  · apply Matrix.PosSemidef.of_dotProduct_mulVec_nonneg
    · have hs : Φᵀ = Φ := by
        have h := hΦ.1.eq
        rwa [conjTranspose_eq_transpose_of_trivial] at h
      unfold Matrix.IsHermitian ionicSusceptibility
      rw [conjTranspose_eq_transpose_of_trivial, Matrix.transpose_mul, Matrix.transpose_mul,
        Matrix.transpose_transpose, Matrix.transpose_nonsing_inv, hs, Matrix.mul_assoc]
    · -- the quadratic response is twice the stored elastic energy
      intro F
      rw [star_trivial, induced_dipole, virtual_work hΦ]
      have h := hΦ.posSemidef.dotProduct_mulVec_nonneg (relaxedDisplacement Φ Z F)
      rwa [star_trivial] at h

end

end IonicRelaxation
```

Lean reports:

```
Try this:
  [apply] ring_nf
  
  The `ring` tactic failed to close the goal. Use `ring_nf` to obtain a normal form.
    
  Note that `ring` works primarily in *commutative* rings. If you have a noncommutative ring, abelian group or module, consider using `noncomm_ring`, `abel` or `module` instead.
Main.lean:82:2: error: unsolved goals
case refine_2
m : Type u_1
n : Type u_2
inst✝² : Fintype m
inst✝¹ : Fintype n
inst✝ : DecidableEq n
Φ : Matrix n n ℝ
hΦ : Φ.PosDef
Z : Matrix m n ℝ
F : m → ℝ
⊢ relaxedDisplacement Φ Z F ⬝ᵥ Φ *ᵥ relaxedDisplacement Φ Φ (relaxedDisplacement Φ Z F) * (1 / 2) -
      F ⬝ᵥ Z *ᵥ relaxedDisplacement Φ Z F =
    F ⬝ᵥ Z *ᵥ relaxedDisplacement Φ Z F * (-1 / 2)
```

The error is in the second part, the value of the minimum. In `rw [virtual_work hΦ]` the arguments `Z`, `F` and `v` are left open, so the left side of the identity is a pattern that fits any product of the form `a ⬝ᵥ B *ᵥ c`. Lean matched it with the elastic term u₀ · Φu₀, taking `Φ` for the charges and u₀ for the field. This produced the stray `relaxedDisplacement Φ Φ (relaxedDisplacement Φ Z F)` in the reported goal and left the field terms F · Zu₀ as they were.

`ring` knows no relation between these products, so it could not close the goal. The suggested `ring_nf` would only normalise the goal, not prove it.

The repair writes `virtual_work hΦ Z F`, which leaves only `v` to be found. The rewrite now turns F · Zu₀ into u₀ · Φu₀ on both sides. With E for that product, what remains is (1/2)E − E = −(1/2)E, which `ring` proves.

The mended proof, as a diff:

```diff
@@ -80,5 +80,5 @@
     rw [energy_complete_square hΦ Z F u]
     linarith
-  · rw [induced_dipole, latticeEnergy, virtual_work hΦ]
+  · rw [induced_dipole, latticeEnergy, virtual_work hΦ Z F]
     ring
   · apply Matrix.PosSemidef.of_dotProduct_mulVec_nonneg
```
